# From a positive start, short-step steepest descent in the well $x^4/4$ decays as $1/\sqrt{k}$

Let $x$ be the displacement along one coordinate from a stationary point at $x=0$, in reduced units. The potential is

$$E(x)=\frac{x^{m+2}}{m+2},\qquad m=0,1,2,\dots$$

The integer $m$ measures flatness and is not a mass: $m=0$ is the harmonic well and $m=2$ the quartic well $x^4/4$. For odd $m$ the origin is an inflection point, approached here from its uphill side, $x>0$.

Steepest descent with fixed step length $t>0$ (not a time) produces $x_{k+1}=x_k-t\,E'(x_k)$ from a start $x_0>0$. Throughout, $t x_0^m<1$, so that the first step doesn't reach or cross the origin.

## The decay law and its constant

At a minimum with positive curvature, a suitable fixed step shrinks the error by a roughly constant factor per iteration. At a degenerate minimum the curvature vanishes and that behaviour is lost. For the quartic well, where $x_{k+1}=x_k-t x_k^3$, all iterates stay positive and

$$\sqrt{k}\,x_k\to\frac{1}{\sqrt{2t}},\qquad k^2E(x_k)\to\frac{1}{16t^2}.$$

For every $m\ge 1$,

$$\frac{x_{k+1}}{x_k}\to 1,\qquad k\,x_k^m\to\frac{1}{mt}.$$

The first of these limits is what sublinear convergence means here. The starting point does not appear in any of the constants.

## Force thresholds and iteration budgets near a soft mode

A geometry optimiser meets a vanishing curvature where a symmetric structure is on the verge of distorting and a single well is about to split in two. The result describes that situation on a Born–Oppenheimer surface only for one isolated coordinate with a pure power-law energy.

Within this model, a small force does not imply a comparably small displacement. In the quartic well a force of $10^{-6}$ still leaves $x=10^{-2}$. With $t=1$, the asymptotic law puts that point at about $k=1/(2tx^2)=5000$ iterations. Tightening the force threshold by a factor of 1000 costs about 100 times as many iterations. Nor does a small last step: near the origin the step $t x_k^3$ is far smaller than the remaining distance $x_k$.

A prefactor $c>0$ in $E=cx^4/4$ is absorbed in the recursion, the step-length condition and the displacement law by replacing $t$ with $ct$. The energy itself also carries the factor $c$, so its law becomes $k^2E(x_k)\to1/(16ct^2)$.

## From the recursion to the constant

Since $E'(x)=x^{m+1}$, one step reads

$$x_{k+1}=x_k\,q_k,\qquad q_k=1-t x_k^m .$$

**Positivity.** Suppose $x_k>0$ and $t x_k^m<1$. Then $0<q_k<1$, so $0<x_{k+1}<x_k$ and $t x_{k+1}^m\le t x_k^m<1$. By induction both conditions hold for all $k$.

**Limit zero.** The iterates decrease and are bounded below by $0$, so they converge to some $\ell$. Taking the limit in the recursion gives $\ell=\ell(1-t\ell^m)$, hence $t\ell^{m+1}=0$ and $\ell=0$. For $m\ge1$ it follows that $q_k\to1$.

**Inverse powers grow almost linearly.** From $x_{k+1}^m=x_k^m q_k^m$,

$$\frac1{x_{k+1}^m}-\frac1{x_k^m}=\frac{1-q_k^m}{x_k^m q_k^m}.$$

The finite geometric sum gives $1-q_k^m=(1-q_k)(1+q_k+\dots+q_k^{m-1})$, and $1-q_k=t x_k^m$. The factor $x_k^m$ cancels:

$$\frac1{x_{k+1}^m}-\frac1{x_k^m}=t\,\frac{1+q_k+\dots+q_k^{m-1}}{q_k^m}\;\longrightarrow\; tm\qquad(m\ge1).$$

**Averaging.** If a sequence converges, its running averages converge to the same limit. The sum of the first $n$ increments telescopes, so

$$\frac1n\left(\frac1{x_n^m}-\frac1{x_0^m}\right)\to tm .$$

The start contributes $1/(n x_0^m)\to0$, which is why it leaves no trace. Thus $1/(n x_n^m)\to tm$, and inversion gives $n x_n^m\to1/(mt)$.

**Quartic case.** With $m=2$, $k x_k^2\to1/(2t)$. The square root gives the displacement law, and squaring and dividing by $4$ gives the energy law.

## Three steps with $t=1/2$ and $x_0=1$

Here $t x_0^2=1/2$, and the predicted limit of $\sqrt{k}\,x_k$ is $1$.

| $k$ | $x_k$ | $1/x_k^2$ | $\sqrt{k}\,x_k$ |
|---|---|---|---|
| 0 | 1 | 1 | 0 |
| 1 | 1/2 | 4 | 0.500 |
| 2 | 7/16 | 5.224 | 0.619 |
| 3 | 0.3956 | 6.389 | 0.685 |

The increments of $1/x_k^2$ are $3$, $1.224$ and $1.164$, falling towards $2t=1$. The first agrees with the formula: $q_0=1/2$ gives $\tfrac12\cdot\tfrac32/\tfrac14=3$.

## The Lean source

```lean
import Mathlib

open Filter Topology Finset

namespace DegenerateDescent

noncomputable section

/-- The power-law potential `E(x) = x^(m+2)/(m+2)`; the quartic well `x^4/4` is `m = 2`. -/
def energy (m : ℕ) (x : ℝ) : ℝ := x ^ (m + 2) / ((m : ℝ) + 2)

/-- Steepest descent with fixed step length `t` from `x₀`: each step replaces `x` by
`x - t E'(x)`. -/
def descent (m : ℕ) (t x₀ : ℝ) : ℕ → ℝ
  | 0 => x₀
  | k + 1 => descent m t x₀ k - t * deriv (energy m) (descent m t x₀ k)

/-- The derivative of the potential `x^(m+2)/(m+2)` is `x^(m+1)`. -/
theorem hasDerivAt_energy (m : ℕ) (x : ℝ) : HasDerivAt (energy m) (x ^ (m + 1)) x := by
  have hm : (m : ℝ) + 2 ≠ 0 := by positivity
  have h := (hasDerivAt_pow (m + 2) x).div_const ((m : ℝ) + 2)
  refine HasDerivAt.congr_deriv h ?_
  rw [show m + 2 - 1 = m + 1 from rfl]
  push_cast
  field_simp

/-- One descent step multiplies the displacement by `1 - t x^m`. -/
theorem descent_succ (m : ℕ) (t x₀ : ℝ) (k : ℕ) :
    descent m t x₀ (k + 1) = descent m t x₀ k * (1 - t * descent m t x₀ k ^ m) := by
  change descent m t x₀ k - t * deriv (energy m) (descent m t x₀ k) = _
  rw [(hasDerivAt_energy m _).deriv]
  ring

/-- If `t > 0`, `x₀ > 0` and `t x₀^m < 1`, every iterate is positive and again satisfies
the step-length condition. -/
theorem descent_pos {m : ℕ} {t x₀ : ℝ} (ht : 0 < t) (hx : 0 < x₀) (h : t * x₀ ^ m < 1)
    (k : ℕ) : 0 < descent m t x₀ k ∧ t * descent m t x₀ k ^ m < 1 := by
  induction k with
  | zero => exact ⟨hx, h⟩
  | succ k ih =>
    obtain ⟨h1, h2⟩ := ih
    have h3 : 0 < t * descent m t x₀ k ^ m := mul_pos ht (pow_pos h1 m)
    have h4 : 0 < descent m t x₀ (k + 1) := by
      rw [descent_succ]
      exact mul_pos h1 (by linarith)
    have h5 : descent m t x₀ (k + 1) ≤ descent m t x₀ k := by
      rw [descent_succ]
      exact mul_le_of_le_one_right h1.le (by linarith)
    exact ⟨h4, lt_of_le_of_lt
      (mul_le_mul_of_nonneg_left (pow_le_pow_left₀ h4.le h5 m) ht.le) h2⟩

/-- If `t > 0`, `x₀ > 0` and `t x₀^m < 1`, the iterates converge to the stationary
point `0`. -/
theorem descent_tendsto_zero {m : ℕ} {t x₀ : ℝ} (ht : 0 < t) (hx : 0 < x₀)
    (h : t * x₀ ^ m < 1) : Tendsto (descent m t x₀) atTop (𝓝 0) := by
  have hanti : Antitone (descent m t x₀) := antitone_nat_of_succ_le fun k => by
    have h1 := (descent_pos ht hx h k).1
    have h3 : 0 < t * descent m t x₀ k ^ m := mul_pos ht (pow_pos h1 m)
    rw [descent_succ]
    exact mul_le_of_le_one_right h1.le (by linarith)
  have hbdd : BddBelow (Set.range (descent m t x₀)) :=
    ⟨0, by rintro _ ⟨k, rfl⟩; exact (descent_pos ht hx h k).1.le⟩
  obtain ⟨l, hl⟩ : ∃ l, Tendsto (descent m t x₀) atTop (𝓝 l) :=
    ⟨_, tendsto_atTop_ciInf hanti hbdd⟩
  -- the limit is a fixed point of the descent step
  have h1 := hl.comp (tendsto_add_atTop_nat 1)
  have h2 := hl.mul (((hl.pow m).const_mul t).const_sub 1)
  have h3 : l = l * (1 - t * l ^ m) :=
    tendsto_nhds_unique h1 (h2.congr fun k => (descent_succ m t x₀ k).symm)
  have h4 : t * l ^ (m + 1) = 0 := by linear_combination h3
  have h5 : l = 0 :=
    (pow_eq_zero_iff (Nat.succ_ne_zero m)).mp ((mul_eq_zero.mp h4).resolve_left ht.ne')
  rwa [h5] at hl

/-- Convergence is sublinear: for `m ≠ 0`, `t > 0`, `x₀ > 0` and `t x₀^m < 1`, the ratio of
successive displacements tends to `1`. -/
theorem ratio_tendsto_one {m : ℕ} {t x₀ : ℝ} (hm : m ≠ 0) (ht : 0 < t) (hx : 0 < x₀)
    (h : t * x₀ ^ m < 1) :
    Tendsto (fun k => descent m t x₀ (k + 1) / descent m t x₀ k) atTop (𝓝 1) := by
  have h1 := (((descent_tendsto_zero ht hx h).pow m).const_mul t).const_sub 1
  rw [zero_pow hm, mul_zero, sub_zero] at h1
  refine h1.congr fun k => ?_
  rw [descent_succ, mul_div_cancel_left₀ _ (descent_pos ht hx h k).1.ne']

/-- For `t > 0`, `x₀ > 0` and `t x₀^m < 1`, the growth of `1/x^m` in one step is
`t (1 + q + ... + q^(m-1)) / q^m`, where `q` is the ratio of successive displacements. -/
theorem inverse_power_increment {m : ℕ} {t x₀ : ℝ} (ht : 0 < t) (hx : 0 < x₀)
    (h : t * x₀ ^ m < 1) (k : ℕ) :
    (descent m t x₀ (k + 1) ^ m)⁻¹ - (descent m t x₀ k ^ m)⁻¹ =
      t * (∑ i ∈ range m, (descent m t x₀ (k + 1) / descent m t x₀ k) ^ i) /
        (descent m t x₀ (k + 1) / descent m t x₀ k) ^ m := by
  obtain ⟨h1, h2⟩ := descent_pos ht hx h k
  have hq : descent m t x₀ (k + 1) / descent m t x₀ k = 1 - t * descent m t x₀ k ^ m := by
    rw [descent_succ, mul_div_cancel_left₀ _ h1.ne']
  have key : ∀ X R S : ℝ, X ≠ 0 → R ≠ 0 → t * X * S = 1 - R →
      (X * R)⁻¹ - X⁻¹ = t * S / R := by
    intro X R S hX hR hS
    have e : (X * R)⁻¹ - X⁻¹ = (1 - R) / (X * R) := by field_simp
    rw [e, ← hS]
    field_simp
  -- the finite geometric sum supplies the factor `1 - q^m`
  have hg := mul_neg_geom_sum (1 - t * descent m t x₀ k ^ m) m
  rw [hq, descent_succ, mul_pow]
  refine key _ _ _ (pow_pos h1 m).ne' (pow_pos (by linarith) m).ne' ?_
  rw [← hg]
  ring

/-- For `m ≠ 0`, `t > 0`, `x₀ > 0` and `t x₀^m < 1`, the descent iterates satisfy
`k x_k^m → 1/(m t)`, a limit independent of the start. -/
theorem descent_rate {m : ℕ} {t x₀ : ℝ} (hm : m ≠ 0) (ht : 0 < t) (hx : 0 < x₀)
    (h : t * x₀ ^ m < 1) :
    Tendsto (fun k : ℕ => (k : ℝ) * descent m t x₀ k ^ m) atTop (𝓝 (1 / (m * t))) := by
  have hc : Continuous (fun q : ℝ => ∑ i ∈ range m, q ^ i) := by fun_prop
  have hS : Tendsto (fun q : ℝ => ∑ i ∈ range m, q ^ i) (𝓝 1) (𝓝 (m : ℝ)) := by
    simpa using hc.tendsto 1
  have hd : Tendsto (fun q : ℝ => q ^ m) (𝓝 1) (𝓝 1) := by
    simpa using (continuous_pow m).tendsto (1 : ℝ)
  have hF := (hS.const_mul t).div hd one_ne_zero
  rw [div_one] at hF
  -- the increments of `1/x^m` tend to `t m`
  have h1 : Tendsto (fun k => (descent m t x₀ (k + 1) ^ m)⁻¹ - (descent m t x₀ k ^ m)⁻¹)
      atTop (𝓝 (t * m)) :=
    (hF.comp (ratio_tendsto_one hm ht hx h)).congr
      fun k => (inverse_power_increment ht hx h k).symm
  -- average the increments and telescope
  have h2 : Tendsto (fun n : ℕ => (n : ℝ)⁻¹ *
      ((descent m t x₀ n ^ m)⁻¹ - (descent m t x₀ 0 ^ m)⁻¹)) atTop (𝓝 (t * m)) :=
    h1.cesaro.congr fun n => congrArg (fun s : ℝ => (n : ℝ)⁻¹ * s)
      (Finset.sum_range_sub (fun k => (descent m t x₀ k ^ m)⁻¹) n)
  have h3 : Tendsto (fun n : ℕ => (n : ℝ)⁻¹ * (descent m t x₀ 0 ^ m)⁻¹) atTop (𝓝 0) := by
    have h := (tendsto_inv_atTop_zero.comp
      (tendsto_natCast_atTop_atTop (R := ℝ))).mul_const (descent m t x₀ 0 ^ m)⁻¹
    rw [zero_mul] at h
    exact h
  have h4 : Tendsto (fun n : ℕ => (n : ℝ)⁻¹ * (descent m t x₀ n ^ m)⁻¹)
      atTop (𝓝 (t * m)) := by
    have h := h2.add h3
    rw [add_zero] at h
    refine h.congr fun n => ?_
    ring
  have h5 := h4.inv₀ (mul_ne_zero ht.ne' (Nat.cast_ne_zero.mpr hm))
  rw [show 1 / ((m : ℝ) * t) = (t * m)⁻¹ by rw [one_div, mul_comm]]
  refine h5.congr fun n => ?_

  rw [mul_inv, inv_inv, inv_inv]

/-- Quartic well `x^4/4`: if `t > 0`, `x_0 > 0` and `t x_0^2 < 1`, the iterates
`x_{k+1} = x_k - t x_k^3` stay positive and `√k x_k → 1/√(2t)`. -/
theorem quartic_rate {t : ℝ} {x : ℕ → ℝ} (ht : 0 < t) (hx : 0 < x 0)
    (h : t * x 0 ^ 2 < 1) (hstep : ∀ k, x (k + 1) = x k - t * x k ^ 3) :
    (∀ k, 0 < x k) ∧
      Tendsto (fun k : ℕ => √(k : ℝ) * x k) atTop (𝓝 (1 / √(2 * t))) := by
  have e : ∀ k, x k = descent 2 t (x 0) k := by
    intro k
    induction k with
    | zero => rfl
    | succ k ih =>
      rw [hstep, descent_succ, ← ih]
      ring
  have hpos : ∀ k, 0 < x k := fun k => by
    rw [e k]
    exact (descent_pos ht hx h k).1
  refine ⟨hpos, ?_⟩
  have h1 := (Real.continuous_sqrt.tendsto _).comp (descent_rate two_ne_zero ht hx h)
  rw [Real.sqrt_div zero_le_one, Real.sqrt_one, Nat.cast_ofNat] at h1
  refine h1.congr fun k => ?_
  change √((k : ℝ) * descent 2 t (x 0) k ^ 2) = _
  rw [← e k, Real.sqrt_mul (Nat.cast_nonneg k), Real.sqrt_sq (hpos k).le]

/-- In the quartic well, for `t > 0`, `x₀ > 0` and `t x₀^2 < 1`, the energy along the descent
satisfies `k^2 E(x_k) → 1/(16 t^2)`. -/
theorem quartic_energy_rate {t x₀ : ℝ} (ht : 0 < t) (hx : 0 < x₀) (h : t * x₀ ^ 2 < 1) :
    Tendsto (fun k : ℕ => (k : ℝ) ^ 2 * energy 2 (descent 2 t x₀ k)) atTop
      (𝓝 (1 / (16 * t ^ 2))) := by
  have h1 := ((descent_rate two_ne_zero ht hx h).pow 2).div_const 4
  have e : (1 / (((2 : ℕ) : ℝ) * t)) ^ 2 / 4 = 1 / (16 * t ^ 2) := by
    push_cast
    ring
  rw [e] at h1
  refine h1.congr fun k => ?_
  simp only [energy]
  push_cast
  ring

/-- At the borderline step length `t x₀^m = 1`, every iterate after the start is exactly
`0`. -/
theorem descent_borderline {m : ℕ} {t x₀ : ℝ} (h : t * x₀ ^ m = 1) (k : ℕ) :
    descent m t x₀ (k + 1) = 0 := by
  induction k with
  | zero =>
    rw [descent_succ]
    change x₀ * (1 - t * x₀ ^ m) = 0
    rw [h, sub_self, mul_zero]
  | succ k ih => rw [descent_succ, ih, zero_mul]

end

end DegenerateDescent
```

```lean
#print axioms DegenerateDescent.quartic_rate
#print axioms DegenerateDescent.quartic_energy_rate
#print axioms DegenerateDescent.descent_borderline
```

```
'DegenerateDescent.quartic_rate' depends on axioms: [propext, Classical.choice, Quot.sound]
'DegenerateDescent.quartic_energy_rate' depends on axioms: [propext, Classical.choice, Quot.sound]
'DegenerateDescent.descent_borderline' depends on axioms: [propext, Classical.choice, Quot.sound]
```

## Reading the statements and their proofs

`energy m` is the potential, and `descent m t x₀ k` is $x_k$. Its recursion uses `deriv (energy m)`, the actual derivative, and `hasDerivAt_energy` computes it. `Tendsto … atTop (𝓝 a)` says that a sequence converges to $a$.

`quartic_rate` is stated without `descent`. It takes any real sequence `x` obeying `hstep`, the recursion $x_{k+1}=x_k-t x_k^3$, and writes the start as `x 0`. Its conclusion joins positivity of every iterate to the square-root law.

The lemmas follow the derivation:

- `descent_succ` puts the step in factored form, and `descent_pos` is the induction, carrying positivity and the step-length condition together.
- `descent_tendsto_zero` obtains a limit from monotonicity and boundedness. Uniqueness of limits then gives the fixed-point equation `h3`, from which `linear_combination` extracts $t\ell^{m+1}=0$.
- `ratio_tendsto_one` gives $q_k\to1$.
- `inverse_power_increment` proves the increment formula. Its auxiliary `key` does the algebra with $X=x_k^m$, $R=q_k^m$ and $S$ the geometric sum, and `mul_neg_geom_sum` supplies $1-q_k^m$.
- `descent_rate` takes the limit of the increments, averages them, removes the initial term and inverts.
- `quartic_rate` identifies `x` with `descent 2 t (x 0)` by induction, then applies continuity of the square root. `quartic_energy_rate` squares the same limit.

### Averaging with `cesaro`

The passage from a local statement about one step to a global statement about $x_k$ is made by Mathlib's `Filter.Tendsto.cesaro`. Given a proof that $u_k\to a$, it returns a proof that $n^{-1}\sum_{i<n}u_i\to a$. In `descent_rate` it appears as `h1.cesaro`, where `h1` says that the increments tend to $tm$. `Finset.sum_range_sub` then collapses the sum of increments to $1/x_n^m-1/x_0^m$. No estimate of how fast the increments converge is needed, and correspondingly none comes out.

## Range of validity for an optimiser

The limits hold for every start and step length with $x_0>0$, $t>0$ and $t x_0^m<1$. The strict inequality can't be relaxed to $\le$ in the rate law: by `descent_borderline`, equality sends every iterate after the start to exactly $0$, so $k x_k^m$ tends to $0$. If $t x_0^m>1$, the first step crosses the origin, and the theorems make no statement about what follows.

The condition $m\ne0$ separates the potentials with vanishing curvature at the origin from the harmonic well. For $m=0$ the ratio is the constant $1-t$ and convergence is geometric.

The theorems give limits, not error bars at finite $k$. The increment formula does yield a simple bound, which the Lean source doesn't state: since $0<q_k<1$, each increment exceeds $mt$ when $m\ge1$, so $x_k^m<1/(x_0^{-m}+mtk)$ for $k\ge1$.

The iterates are real numbers, so rounding is absent, and the step length is fixed, which leaves out line searches, momentum and preconditioning. Carrying the law over to a molecule needs a further argument, for instance that near the degenerate minimum the motion along the soft coordinate follows this recursion to leading order. Coupling to the stiff modes can change the effective quartic coefficient, and with it the constant in the law.
